# The f-sum rule as a double-commutator identity for finite Hermitian matrices

After a response function has been computed by diagonalising a Hamiltonian in a finite orthonormal basis, its Lehmann weights $|\langle v_k, X\psi\rangle|^2$ at excitation energies $E_k-E_0$ can be checked against a single expectation value, with the commutators formed from the same finite matrices $H$ and $X$. For a Hermitian matrix $X$, an eigenstate $\psi$ with $H\psi=E_0\psi$, and a complete orthonormal set of eigenvectors $v_k$ of $H$,
$$\sum_k (E_k-E_0)\,|\langle v_k, X\psi\rangle|^2=\tfrac12\langle\psi,[X,[H,X]]\psi\rangle .$$
The usual f-sum rule also evaluates the right side to a constant through the commutator of position and momentum, $[x,p]=i\hbar$, a relation that finite matrices cannot satisfy, and that step is absent here.

## States and operators

```lean
import Mathlib

open Matrix

namespace FSumRule

noncomputable section

variable {n : Type*} [Fintype n] [DecidableEq n]
```

The finite type `n` labels both vector components and eigenstates.

```lean
/-- The inner product `⟨a, b⟩ = ∑ conj(a_i) b_i` of two state vectors. -/
def braket (a b : n → ℂ) : ℂ := star a ⬝ᵥ b
```

A state is a function `n → ℂ`. Here `star` conjugates and `⬝ᵥ` is the plain dot product, so $\langle a,b\rangle=\sum_i \bar a_i b_i$ is antilinear in its first slot.

```lean
/-- The commutator `[A, B] = AB - BA`. -/
def opComm (A B : Matrix n n ℂ) : Matrix n n ℂ := A * B - B * A
```

This is $[A,B]=AB-BA$.

```lean
/-- The Hamiltonian measured from a reference energy, `H - E₀`. -/
def shifted (H : Matrix n n ℂ) (E0 : ℝ) : Matrix n n ℂ := H - (E0 : ℂ) • (1 : Matrix n n ℂ)
```

This is $S=H-E_0\mathbb 1$ with real $E_0$; `•` multiplies by a scalar.

```lean
/-- The vectors `v_k` are orthonormal and are eigenvectors of `H` with real energies `E_k`. -/
structure IsEigenbasis (H : Matrix n n ℂ) (v : n → n → ℂ) (E : n → ℝ) : Prop where
  orth : ∀ j k, braket (v j) (v k) = if j = k then 1 else 0
  eigen : ∀ k, H *ᵥ v k = (E k : ℂ) • v k
```

The structure bundles two conditions: $\langle v_j,v_k\rangle=\delta_{jk}$ and $Hv_k=E_kv_k$ with real $E_k$, where `*ᵥ` applies a matrix to a vector. There are as many $v_k$ as dimensions, and degeneracy is allowed.

```lean
/-- The spectral weight `|⟨v_k, X ψ⟩|²`. -/
def spectralWeight (X : Matrix n n ℂ) (v : n → n → ℂ) (ψ : n → ℂ) (k : n) : ℝ :=
  ‖braket (v k) (X *ᵥ ψ)‖ ^ 2
```

This is the real weight $w_k=|\langle v_k,X\psi\rangle|^2$.

```lean
/-- The `p`-th energy moment `∑_k (E_k - E₀)^p |⟨v_k, X ψ⟩|²` of the spectral weights. -/
def energyMoment (X : Matrix n n ℂ) (v : n → n → ℂ) (E : n → ℝ) (E0 : ℝ) (ψ : n → ℂ)
    (p : ℕ) : ℝ :=
  ∑ k, (E k - E0) ^ p * spectralWeight X v ψ k
```

This is the moment $M_p(X)=\sum_k(E_k-E_0)^p w_k$.

## Adjoint and completeness

```lean
variable {H : Matrix n n ℂ} {v : n → n → ℂ} {E : n → ℝ}

omit [DecidableEq n] in
/-- An operator moves across the inner product as its adjoint: `⟨a, A b⟩ = ⟨A† a, b⟩`. -/
theorem braket_mulVec (A : Matrix n n ℂ) (a b : n → ℂ) :
    braket a (A *ᵥ b) = braket (Aᴴ *ᵥ a) b := by
  unfold braket
  rw [Matrix.star_mulVec, Matrix.conjTranspose_conjTranspose, Matrix.dotProduct_mulVec]
```

With `Aᴴ` for $A^\dagger$, this reads $\langle a,Ab\rangle=\langle A^\dagger a,b\rangle$.

```lean
/-- Resolution of the identity: `⟨a, b⟩ = ∑_k ⟨a, v_k⟩ ⟨v_k, b⟩`. -/
theorem IsEigenbasis.complete (h : IsEigenbasis H v E) (a b : n → ℂ) :
    braket a b = ∑ k, braket a (v k) * braket (v k) b := by
  -- the matrix whose columns are the `v_k` has `U† U = 1`, hence `U U† = 1`
  let U : Matrix n n ℂ := Matrix.of fun i k => v k i
  have h1 : Uᴴ * U = 1 := by
    ext j k
    exact h.orth j k
  have h2 : U * Uᴴ = 1 := mul_eq_one_comm.mp h1
  calc braket a b = star a ⬝ᵥ ((U * Uᴴ) *ᵥ b) := by
        rw [h2, Matrix.one_mulVec, braket]
    _ = (star a ᵥ* U) ⬝ᵥ (Uᴴ *ᵥ b) := by
        rw [← Matrix.mulVec_mulVec, Matrix.dotProduct_mulVec]
    _ = ∑ k, braket a (v k) * braket (v k) b := by
        rfl
```

Let $U$ have the $v_k$ as columns. Orthonormality is $U^\dagger U=1$ (`h1`), for a square matrix this gives $UU^\dagger=1$ (`h2`), and then $\langle a,b\rangle=\langle a,UU^\dagger b\rangle=\sum_k\langle a,v_k\rangle\langle v_k,b\rangle$.

```lean
/-- A matrix with an orthonormal eigenbasis and real energies is Hermitian. -/
theorem IsEigenbasis.isHermitian (h : IsEigenbasis H v E) : H.IsHermitian := by
  have hs : ∀ a b : n → ℂ, braket a (H *ᵥ b)
      = ∑ k, (E k : ℂ) * (braket a (v k) * braket (v k) b) := by
    intro a b
    rw [braket_mulVec H a b, h.complete (Hᴴ *ᵥ a) b]
    refine Finset.sum_congr rfl fun k _ => ?_
    rw [← braket_mulVec H a (v k), h.eigen k]
    simp only [braket, dotProduct_smul, smul_eq_mul]
    ring
  have l1 : ∀ (i : n) (b : n → ℂ), braket (Pi.single i 1 : n → ℂ) b = b i := by
    intro i b
    have hst : star (Pi.single i 1 : n → ℂ) = (Pi.single i 1 : n → ℂ) := by
      ext l
      by_cases hl : l = i <;> simp [hl]
    rw [braket, hst, single_dotProduct, one_mul]
  have l2 : ∀ (j : n) (a : n → ℂ), braket a (Pi.single j 1 : n → ℂ) = star (a j) := by
    intro j a
    rw [braket, dotProduct_single, mul_one, Pi.star_apply]
  -- spectral form of the matrix elements
  have key : ∀ i j, H i j = ∑ k, (E k : ℂ) * (v k i * star (v k j)) := by
    intro i j
    calc H i j = braket (Pi.single i 1 : n → ℂ) (H *ᵥ (Pi.single j 1 : n → ℂ)) := by
          rw [l1]
          show H i j = (fun l => H i l) ⬝ᵥ (Pi.single j 1 : n → ℂ)
          rw [dotProduct_single, mul_one]
      _ = ∑ k, (E k : ℂ) * (v k i * star (v k j)) := by
          rw [hs]
          simp only [l1, l2]
  show Hᴴ = H
  ext i j
  rw [Matrix.conjTranspose_apply, key j i, key i j, star_sum]
  refine Finset.sum_congr rfl fun k _ => ?_
  have hE : star (E k : ℂ) = (E k : ℂ) := Complex.conj_ofReal _
  simp only [star_mul, star_star, hE]
  ring
```

Hermiticity of $H$ is derived. Completeness gives $\langle a,Hb\rangle=\sum_kE_k\langle a,v_k\rangle\langle v_k,b\rangle$ (`hs`). Unit vectors for $a,b$ give $H_{ij}=\sum_kE_k\,v_k(i)\overline{v_k(j)}$ (`key`), and real $E_k$ make $\overline{H_{ji}}=H_{ij}$.

```lean
/-- For a Hermitian matrix, the eigenvectors and eigenvalues supplied by the spectral theorem
form an orthonormal eigenbasis with real energies. -/
theorem isEigenbasis_of_isHermitian (hH : H.IsHermitian) :
    IsEigenbasis H (fun k => (hH.eigenvectorBasis k).ofLp) hH.eigenvalues := by
  refine ⟨fun j k => ?_, fun k => ?_⟩
  · have ho := orthonormal_iff_ite.mp hH.eigenvectorBasis.orthonormal j k
    rw [EuclideanSpace.inner_eq_star_dotProduct] at ho
    unfold braket
    rw [dotProduct_comm]
    exact ho
  · refine (hH.mulVec_eigenvectorBasis k).trans ?_
    ext i
    simp
```

Conversely, the spectral theorem supplies such a basis for every Hermitian $H$, so `IsEigenbasis` excludes no Hermitian matrix.

## The sum rule

```lean
/-- Moment sum rule: `∑_k (E_k - E₀)^p |⟨v_k, X ψ⟩|² = ⟨X ψ, (H - E₀)^p X ψ⟩` for every
operator `X`, vector `ψ`, reference energy `E₀` and power `p`. -/
theorem IsEigenbasis.moment_eq (h : IsEigenbasis H v E) (X : Matrix n n ℂ) (E0 : ℝ)
    (ψ : n → ℂ) (p : ℕ) :
    (energyMoment X v E E0 ψ p : ℂ)
      = braket (X *ᵥ ψ) ((shifted H E0 ^ p) *ᵥ (X *ᵥ ψ)) := by
  have hone : ∀ x : n → ℂ, ((E0 : ℂ) • (1 : Matrix n n ℂ)) *ᵥ x = (E0 : ℂ) • x := by
    intro x
    rw [Matrix.smul_mulVec, Matrix.one_mulVec]
  have h1 : ∀ k, shifted H E0 *ᵥ v k = ((E k : ℂ) - E0) • v k := by
    intro k
    rw [shifted, Matrix.sub_mulVec, hone, h.eigen k, sub_smul]
  -- each `v_k` is an eigenvector of every power of `H - E₀`
  have hp : ∀ k (q : ℕ), (shifted H E0 ^ q) *ᵥ v k = ((E k : ℂ) - E0) ^ q • v k := by
    intro k q
    induction q with
    | zero => simp
    | succ q ih =>
      rw [pow_succ (shifted H E0), ← Matrix.mulVec_mulVec, h1, Matrix.mulVec_smul, ih,
        smul_smul, pow_succ' ((E k : ℂ) - E0)]
  have hc : ∀ y w : n → ℂ, braket y w = star (braket w y) := by
    intro y w
    simp only [braket, dotProduct, star_sum, star_mul, star_star, Pi.star_apply]
  have hw : ∀ z : ℂ, ((‖z‖ ^ 2 : ℝ) : ℂ) = star z * z := by
    intro z
    rw [← Complex.normSq_eq_norm_sq]
    exact Complex.normSq_eq_conj_mul_self
  have hsm : ∀ (c : ℂ) (y w : n → ℂ), braket y (c • w) = c * braket y w := by
    intro c y w
    simp only [braket, dotProduct_smul, smul_eq_mul]
  -- insert the resolution of the identity
  rw [braket_mulVec (shifted H E0 ^ p) (X *ᵥ ψ) (X *ᵥ ψ),
    h.complete ((shifted H E0 ^ p)ᴴ *ᵥ (X *ᵥ ψ)) (X *ᵥ ψ), energyMoment, Complex.ofReal_sum]
  refine Finset.sum_congr rfl fun k _ => ?_
  rw [← braket_mulVec (shifted H E0 ^ p) (X *ᵥ ψ) (v k), hp, hsm, hc (X *ᵥ ψ) (v k),
    spectralWeight, Complex.ofReal_mul, hw]
  push_cast
  ring
```

This states $M_p(X)=\langle X\psi,S^pX\psi\rangle$ for any $X$, $\psi$, $E_0$ and $p$, with the real left side read as a complex number. From $Sv_k=(E_k-E_0)v_k$ (`h1`), induction gives $S^pv_k=(E_k-E_0)^pv_k$ (`hp`). With $\phi=X\psi$, completeness yields
$$\langle\phi,S^p\phi\rangle=\sum_k\langle\phi,S^pv_k\rangle\langle v_k,\phi\rangle=\sum_k(E_k-E_0)^p|\langle v_k,\phi\rangle|^2,$$
where `hc` and `hw` turn $\langle\phi,v_k\rangle\langle v_k,\phi\rangle$ into the squared modulus.

```lean
/-- For Hermitian `H` with `H ψ = E₀ ψ` and any operator `X`,
`⟨ψ, [X†, [H, X]] ψ⟩ = ⟨X ψ, (H - E₀) X ψ⟩ + ⟨X† ψ, (H - E₀) X† ψ⟩`. -/
theorem double_commutator_expectation (hH : H.IsHermitian) (X : Matrix n n ℂ) {E0 : ℝ}
    {ψ : n → ℂ} (hψ : H *ᵥ ψ = (E0 : ℂ) • ψ) :
    braket ψ (opComm Xᴴ (opComm H X) *ᵥ ψ)
      = braket (X *ᵥ ψ) (shifted H E0 *ᵥ (X *ᵥ ψ))
        + braket (Xᴴ *ᵥ ψ) (shifted H E0 *ᵥ (Xᴴ *ᵥ ψ)) := by
  have hone : ((E0 : ℂ) • (1 : Matrix n n ℂ)) *ᵥ ψ = (E0 : ℂ) • ψ := by
    rw [Matrix.smul_mulVec, Matrix.one_mulVec]
  have hS : shifted H E0 *ᵥ ψ = 0 := by
    rw [shifted, Matrix.sub_mulVec, hone, hψ, sub_self]
  have hE : star (E0 : ℂ) = (E0 : ℂ) := Complex.conj_ofReal _
  have hSh : (shifted H E0)ᴴ = shifted H E0 := by
    rw [shifted, Matrix.conjTranspose_sub, Matrix.conjTranspose_smul, Matrix.conjTranspose_one,
      hH.eq, hE]
  -- expand the double commutator in terms of `H - E₀`
  have hexp : opComm Xᴴ (opComm H X)
      = Xᴴ * (shifted H E0 * X) + X * (shifted H E0 * Xᴴ)
        - Xᴴ * X * shifted H E0 - shifted H E0 * (X * Xᴴ) := by
    simp only [opComm, shifted, Matrix.mul_sub, Matrix.sub_mul, Matrix.mul_smul,
      Matrix.smul_mul, Matrix.mul_one, Matrix.one_mul, Matrix.mul_assoc]
    module
  have t1 : braket ψ ((Xᴴ * (shifted H E0 * X)) *ᵥ ψ)
      = braket (X *ᵥ ψ) (shifted H E0 *ᵥ (X *ᵥ ψ)) := by
    rw [← Matrix.mulVec_mulVec, ← Matrix.mulVec_mulVec, braket_mulVec Xᴴ ψ,
      Matrix.conjTranspose_conjTranspose]
  have t2 : braket ψ ((X * (shifted H E0 * Xᴴ)) *ᵥ ψ)
      = braket (Xᴴ *ᵥ ψ) (shifted H E0 *ᵥ (Xᴴ *ᵥ ψ)) := by
    rw [← Matrix.mulVec_mulVec, ← Matrix.mulVec_mulVec, braket_mulVec X ψ]
  -- the terms in which `H - E₀` meets `ψ` directly vanish
  have t3 : braket ψ ((Xᴴ * X * shifted H E0) *ᵥ ψ) = 0 := by
    rw [← Matrix.mulVec_mulVec, hS, Matrix.mulVec_zero, braket, dotProduct_zero]
  have t4 : braket ψ ((shifted H E0 * (X * Xᴴ)) *ᵥ ψ) = 0 := by
    rw [← Matrix.mulVec_mulVec, braket_mulVec (shifted H E0) ψ, hSh, hS, braket, star_zero,
      zero_dotProduct]
  rw [hexp]
  simp only [braket] at t1 t2 t3 t4 ⊢
  rw [Matrix.sub_mulVec, Matrix.sub_mulVec, Matrix.add_mulVec, dotProduct_sub, dotProduct_sub,
    dotProduct_add, t1, t2, t3, t4]
  ring
```

Now $H\psi=E_0\psi$ is assumed (`hψ`). Since $[H,X]=[S,X]=SX-XS$,
$$[X^\dagger,[H,X]]=X^\dagger SX+XSX^\dagger-X^\dagger XS-SXX^\dagger ,$$
which is `hexp`. In the state $\psi$ the first two terms become $\langle X\psi,SX\psi\rangle$ and $\langle X^\dagger\psi,SX^\dagger\psi\rangle$ (`t1`, `t2`). The third vanishes because $S\psi=0$ (`t3`). The fourth equals $\langle S^\dagger\psi,XX^\dagger\psi\rangle$ and vanishes because $S^\dagger=S$ (`t4`).

```lean
/-- Energy-weighted sum rule for an arbitrary operator `X`: if `H ψ = E₀ ψ`, the first moments
of the weights of `X` and of `X†` add up to `⟨ψ, [X†, [H, X]] ψ⟩`. -/
theorem f_sum_rule_general (h : IsEigenbasis H v E) (X : Matrix n n ℂ) {E0 : ℝ}
    {ψ : n → ℂ} (hψ : H *ᵥ ψ = (E0 : ℂ) • ψ) :
    ((energyMoment X v E E0 ψ 1 + energyMoment Xᴴ v E E0 ψ 1 : ℝ) : ℂ)
      = braket ψ (opComm Xᴴ (opComm H X) *ᵥ ψ) := by
  rw [Complex.ofReal_add, h.moment_eq X E0 ψ 1, h.moment_eq Xᴴ E0 ψ 1,
    pow_one (shifted H E0), double_commutator_expectation h.isHermitian X hψ]
```

The moment formula at $p=1$, applied to $X$ and to $X^\dagger$, identifies the two surviving terms: $M_1(X)+M_1(X^\dagger)=\langle\psi,[X^\dagger,[H,X]]\psi\rangle$ for an arbitrary matrix $X$.

```lean
/-- Energy-weighted sum as a double commutator: for an orthonormal eigenbasis `v_k` of `H`,
Hermitian `X` and `H ψ = E₀ ψ`,
`∑_k (E_k - E₀) |⟨v_k, X ψ⟩|² = ½ ⟨ψ, [X, [H, X]] ψ⟩`. -/
theorem f_sum_rule (h : IsEigenbasis H v E) {X : Matrix n n ℂ} (hX : X.IsHermitian) {E0 : ℝ}
    {ψ : n → ℂ} (hψ : H *ᵥ ψ = (E0 : ℂ) • ψ) :
    ((∑ k, (E k - E0) * spectralWeight X v ψ k : ℝ) : ℂ)
      = (1 / 2 : ℂ) * braket ψ (opComm X (opComm H X) *ᵥ ψ) := by
  have hg := f_sum_rule_general h X hψ
  rw [hX.eq] at hg
  simp only [energyMoment, pow_one] at hg
  rw [Complex.ofReal_add] at hg
  linear_combination (1 / 2 : ℂ) * hg
```

For $X^\dagger=X$ (`hX`) the two moments coincide, and `linear_combination` halves the equation. The state $\psi$ may be any eigenvector, excited or unnormalised; both sides are quadratic in it. The sum runs over the whole basis, so dropping levels from it is not covered, nor are continuous spectra.

## Consequences

```lean
/-- For `H = T + V` with `H ψ = E₀ ψ` and `V` commuting with the Hermitian operator `X`, the energy-weighted sum
equals `½ ⟨ψ, [X, [T, X]] ψ⟩`. -/
theorem f_sum_rule_commuting_part {T V X : Matrix n n ℂ} (h : IsEigenbasis (T + V) v E)
    (hX : X.IsHermitian) (hVX : V * X = X * V) {E0 : ℝ} {ψ : n → ℂ}
    (hψ : (T + V) *ᵥ ψ = (E0 : ℂ) • ψ) :
    ((∑ k, (E k - E0) * spectralWeight X v ψ k : ℝ) : ℂ)
      = (1 / 2 : ℂ) * braket ψ (opComm X (opComm T X) *ᵥ ψ) := by
  have hc : opComm (T + V) X = opComm T X := by
    simp only [opComm, Matrix.add_mul, Matrix.mul_add, hVX]
    abel
  rw [f_sum_rule h hX hψ, hc]
```

If $H=T+V$ and $VX=XV$, then $[H,X]=[T,X]$ (`hc`). The weights and $\psi$ still belong to the full $H$. On a finite grid, a position operator and a local potential are both diagonal, so only the kinetic part remains on the right.

```lean
/-- For `H ψ = E₀ ψ` and a diagonal operator `X` with real entries `x_i`, the energy-weighted sum equals
`-½ ∑_{ij} (x_i - x_j)² conj(ψ_i) H_{ij} ψ_j`. -/
theorem f_sum_rule_diagonal (h : IsEigenbasis H v E) (x : n → ℝ) {E0 : ℝ} {ψ : n → ℂ}
    (hψ : H *ᵥ ψ = (E0 : ℂ) • ψ) :
    ((∑ k, (E k - E0) * spectralWeight (diagonal fun i => (x i : ℂ)) v ψ k : ℝ) : ℂ)
      = -(1 / 2 : ℂ) * ∑ i, ∑ j, ((x i : ℂ) - x j) ^ 2 * (star (ψ i) * H i j * ψ j) := by
  have hX : (diagonal fun i => (x i : ℂ)).IsHermitian := by
    have hst : star (fun i => (x i : ℂ)) = fun i => (x i : ℂ) := by
      ext i
      exact Complex.conj_ofReal (x i)
    show (diagonal fun i => (x i : ℂ))ᴴ = diagonal fun i => (x i : ℂ)
    rw [Matrix.diagonal_conjTranspose, hst]
  -- matrix elements of the double commutator
  have entry : ∀ i j, opComm (diagonal fun i => (x i : ℂ))
      (opComm H (diagonal fun i => (x i : ℂ))) i j = -((x i : ℂ) - x j) ^ 2 * H i j := by
    intro i j
    simp only [opComm, Matrix.sub_apply, Matrix.diagonal_mul, Matrix.mul_diagonal]
    ring
  rw [f_sum_rule h hX hψ]
  simp only [braket, dotProduct, Matrix.mulVec, entry, Finset.mul_sum, Pi.star_apply]
  refine Finset.sum_congr rfl fun i _ => Finset.sum_congr rfl fun j _ => ?_
  ring
```

For $X=\mathrm{diag}(x_i)$ with real $x_i$, $[H,X]_{ij}=(x_j-x_i)H_{ij}$, and a second commutator multiplies by $x_i-x_j$. Hence $[X,[H,X]]_{ij}=-(x_i-x_j)^2H_{ij}$ (`entry`), and the sum equals $-\tfrac12\sum_{ij}(x_i-x_j)^2\,\bar\psi_iH_{ij}\psi_j$. Diagonal elements of $H$ do not contribute.

```lean
/-- For Hermitian `X` and `H ψ = E₀ ψ`: if every level with `⟨v_k, X ψ⟩ ≠ 0` lies at least `Δ` above `E₀`, then
`Δ ⟨ψ, X² ψ⟩ ≤ ½ ⟨ψ, [X, [H, X]] ψ⟩`, in terms of real parts. -/
theorem excitation_energy_bound (h : IsEigenbasis H v E) {X : Matrix n n ℂ}
    (hX : X.IsHermitian) {E0 Δ : ℝ} {ψ : n → ℂ} (hψ : H *ᵥ ψ = (E0 : ℂ) • ψ)
    (hgap : ∀ k, braket (v k) (X *ᵥ ψ) ≠ 0 → Δ ≤ E k - E0) :
    Δ * (braket ψ ((X * X) *ᵥ ψ)).re
      ≤ ((1 / 2 : ℂ) * braket ψ (opComm X (opComm H X) *ᵥ ψ)).re := by
  -- the zeroth moment is the total weight `⟨ψ, X² ψ⟩`
  have m0 := h.moment_eq X E0 ψ 0
  simp only [energyMoment, pow_zero, one_mul, Matrix.one_mulVec] at m0
  have hsq : braket ψ ((X * X) *ᵥ ψ) = braket (X *ᵥ ψ) (X *ᵥ ψ) := by
    rw [← Matrix.mulVec_mulVec, braket_mulVec X ψ, hX.eq]
  rw [hsq, ← m0, ← f_sum_rule h hX hψ, Complex.ofReal_re, Complex.ofReal_re, Finset.mul_sum]
  refine Finset.sum_le_sum fun k _ => ?_
  by_cases hz : braket (v k) (X *ᵥ ψ) = 0
  · simp [spectralWeight, hz]
  · exact mul_le_mul_of_nonneg_right (hgap k hz) (by unfold spectralWeight; positivity)
```

The hypothesis `hgap` says that every level with $\langle v_k,X\psi\rangle\neq0$ has $E_k-E_0\ge\Delta$. The zeroth moment gives $\sum_kw_k=\langle X\psi,X\psi\rangle=\langle\psi,X^2\psi\rangle$ (`m0`, `hsq`). Term by term $\Delta w_k\le(E_k-E_0)w_k$, trivially so where $w_k=0$, and summing gives
$$\Delta\,\mathrm{Re}\langle\psi,X^2\psi\rangle\le\mathrm{Re}\,\tfrac12\langle\psi,[X,[H,X]]\psi\rangle .$$
The real parts `.re` appear because the inequality is stated between real numbers.

## A two-level example

```lean
/-- The two-level Hamiltonian `diag(0, 2)`. -/
def twoLevelH : Matrix (Fin 2) (Fin 2) ℂ := !![0, 0; 0, 2]
```

This is $H=\mathrm{diag}(0,2)$.

```lean
/-- The operator exchanging the two levels. -/
def twoLevelX : Matrix (Fin 2) (Fin 2) ℂ := !![0, 1; 1, 0]
```

This is $X=\sigma_x$.

```lean
/-- The standard basis vectors of the two-level system. -/
def twoLevelBasis : Fin 2 → Fin 2 → ℂ := ![![1, 0], ![0, 1]]
```

The eigenvectors are $(1,0)$ and $(0,1)$.

```lean
/-- The energies `0` and `2` of the two levels. -/
def twoLevelE : Fin 2 → ℝ := ![0, 2]
```

Their energies are $0$ and $2$.

```lean
/-- The two-level system with `ψ = (1, 0)` and `E₀ = 0` meets the hypotheses of `f_sum_rule`,
and its energy-weighted sum equals `2`. -/
theorem f_sum_rule_witness :
    IsEigenbasis twoLevelH twoLevelBasis twoLevelE ∧ twoLevelX.IsHermitian ∧
      twoLevelH *ᵥ ![1, 0] = ((0 : ℝ) : ℂ) • ![1, 0] ∧
      ∑ k, (twoLevelE k - 0) * spectralWeight twoLevelX twoLevelBasis ![1, 0] k = 2 := by
  refine ⟨⟨fun j k => ?_, fun k => ?_⟩, ?_, ?_, ?_⟩
  · fin_cases j <;> fin_cases k <;>
      simp [braket, twoLevelBasis, dotProduct, Fin.sum_univ_two]
  · ext i
    fin_cases k <;> fin_cases i <;>
      simp [twoLevelH, twoLevelBasis, twoLevelE, Matrix.mulVec, dotProduct, Fin.sum_univ_two,
        Matrix.vecHead, Matrix.vecTail]
  · show twoLevelXᴴ = twoLevelX
    ext i j
    fin_cases i <;> fin_cases j <;> simp [twoLevelX, Matrix.conjTranspose_apply]
  · ext i
    fin_cases i <;>
      simp [twoLevelH, Matrix.mulVec, dotProduct, Fin.sum_univ_two, Matrix.vecHead,
        Matrix.vecTail]
  · simp [spectralWeight, braket, twoLevelX, twoLevelBasis, twoLevelE, Matrix.mulVec,
      dotProduct, Fin.sum_univ_two, Matrix.vecHead, Matrix.vecTail]

end

end FSumRule
```

With $\psi=(1,0)$ and $E_0=0$, the eigenbasis, Hermiticity and eigenvector conditions are verified entry by entry. Since $X\psi=(0,1)$, all weight sits on the upper level and the sum is $2$.

The following observations are hand calculations with no Lean proof behind them. Here $[X,[H,X]]=\mathrm{diag}(4,-4)$, whose half expectation in $(1,0)$ is $2$. Without `hψ` the rule fails: $\psi=(0,1)$ with $E_0=0$ gives $0$ on the left and $-2$ on the right. Without `hX` it fails too: for the raising matrix $X=|v_1\rangle\langle v_0|$ and $\psi=(1,0)$ the sum is $2$, while $[H,X]=2X$ makes the double commutator zero. In the gap bound, $\langle\psi,X\psi\rangle\neq0$ puts weight at $E_k=E_0$ and forces $\Delta\le0$, so a positive $\Delta$ needs an $X$ with zero mean in $\psi$.

```lean
#print axioms FSumRule.isEigenbasis_of_isHermitian
#print axioms FSumRule.f_sum_rule_commuting_part
#print axioms FSumRule.f_sum_rule_diagonal
#print axioms FSumRule.excitation_energy_bound
```

```
'FSumRule.isEigenbasis_of_isHermitian' depends on axioms: [propext, Classical.choice, Quot.sound]
'FSumRule.f_sum_rule_commuting_part' depends on axioms: [propext, Classical.choice, Quot.sound]
'FSumRule.f_sum_rule_diagonal' depends on axioms: [propext, Classical.choice, Quot.sound]
'FSumRule.excitation_energy_bound' depends on axioms: [propext, Classical.choice, Quot.sound]
```
